# The Pake doublet of a rigid spin pair and its singularity at the perpendicular orientation

## Why does only one end of the range diverge?

Let $\theta$ be the angle between the axis of an isolated, dipole-coupled pair of equivalent spins 1/2 and a strong magnetic field, and let $x=\cos\theta$. I measure the shift of one transition in units of its value at $\theta=0$, so it is $(3x^2-1)/2$ and runs from $-1/2$ (axis perpendicular to the field) to $1$ (axis parallel). The other transition has the opposite shift.

The derivative of the shift with respect to $\theta$ is $-3\cos\theta\sin\theta$, which vanishes at both ends of the range. I would therefore expect intensity to pile up at both ends, yet the powder spectrum of one transition has a singularity only at $-1/2$ and a finite step at $1$. Why? And how can an infinite peak belong to a spectrum of finite total intensity?

## The solid angle removes the singularity at the parallel end

In an isotropic powder the number of pairs between $\theta$ and $\theta+d\theta$ is proportional to $\sin\theta\,d\theta=|dx|$. Hence $x$ is uniformly distributed, and since the shift is even in $x$, the interval $[0,1]$ suffices. Dividing $\sin\theta$ by $3\cos\theta\sin\theta$ leaves an intensity $1/(3\cos\theta)$. The factor $\sin\theta$ cancels: few pairs lie near the parallel orientation, and only the perpendicular singularity survives.

The cumulative fraction gives the same result and also settles the question of total intensity. Let $F(v)$ be the fraction of pairs with shift at most $v$. The condition

$$\frac{3x^2-1}{2}\le v \quad\Longleftrightarrow\quad x^2\le\frac{2v+1}{3}$$

selects, for $-1/2\le v\le 1$, the interval from $0$ to $\sqrt{(2v+1)/3}\le 1$. Its length is

$$F(v)=\sqrt{\frac{2v+1}{3}},\qquad F'(v)=\frac{2/3}{2\sqrt{(2v+1)/3}}=\frac{1}{\sqrt{3(2v+1)}}=:f(v),$$

where the derivative is taken for $-1/2<v<1$. The denominator of $f$ increases with $v$ and tends to zero as $v$ decreases to $-1/2$, so $f$ is strictly decreasing and diverges there. As $v$ approaches $1$ it tends to $1/3$, the finite step.

The total intensity is $F(1)-F(-1/2)=1$. Near the singular edge $F(-1/2+\varepsilon)=\sqrt{2\varepsilon/3}$, which vanishes with $\varepsilon$: the lowest 1% of the frequency range, $\varepsilon=0.015$, holds 10% of the pairs.

For the second transition, $-(3x^2-1)/2\le v$ means $x^2\ge(1-2v)/3$. If $-1\le v\le 1/2$, this leaves the interval from $\sqrt{(1-2v)/3}$ to $1$, of length $1-F(-v)$. If $v>1/2$, every orientation qualifies and $F(-v)=0$, so the same expression holds. With equal weights the cumulative spectrum is

$$G(v)=\tfrac12\bigl[F(v)+1-F(-v)\bigr],\qquad G'(v)=\tfrac12\bigl[F'(v)+F'(-v)\bigr].$$

Since $F'=0$ below $-1/2$, the intensity is $\tfrac12[f(v)+f(-v)]$ for $|v|<1/2$, $\tfrac12 f(v)$ for $1/2<v<1$, and $\tfrac12 f(-v)$ for $-1<v<-1/2$. The two horns at $\pm1/2$ therefore diverge when approached from the inside, a consequence read off from these formulas and not stated as a theorem below.

```lean
import Mathlib

open MeasureTheory Set Filter Topology

namespace PakePattern

noncomputable section

/-- The reduced dipolar shift of a spin pair whose axis makes an angle with cosine `x`
with the magnetic field. -/
def shift (x : ℝ) : ℝ := (3 * x ^ 2 - 1) / 2

/-- The fraction of an isotropic powder, with `x = cos θ` uniform on `[0,1]`,
whose shift is at most `v`. -/
def powderFraction (v : ℝ) : ℝ :=
  (volume {x : ℝ | x ∈ Icc (0 : ℝ) 1 ∧ shift x ≤ v}).toReal

/-- The formula `1/√(3(2v+1))`, which is the lineshape of one branch of the Pake pattern for
`-1/2 < v < 1`. -/
def branch (v : ℝ) : ℝ := 1 / √(3 * (2 * v + 1))

/-- The cumulative spectrum of two transitions of equal weight with opposite shifts. -/
def doubletFraction (v : ℝ) : ℝ :=
  (powderFraction v + (volume {x : ℝ | x ∈ Icc (0 : ℝ) 1 ∧ -shift x ≤ v}).toReal) / 2

/-- For `v` in `[-1/2,1]` the orientations with `cos θ` in `[0,1]` and shift at most `v` have
Lebesgue measure `√((2v+1)/3)` in the variable `cos θ`. -/
theorem volume_shift_le {v : ℝ} (hv : v ∈ Icc (-1 / 2 : ℝ) 1) :
    volume {x : ℝ | x ∈ Icc (0 : ℝ) 1 ∧ shift x ≤ v}
      = ENNReal.ofReal (√((2 * v + 1) / 3)) := by
  obtain ⟨hl, hr⟩ := hv
  -- the shift grows with x, so the orientations form an interval starting at 0
  have hset : {x : ℝ | x ∈ Icc (0 : ℝ) 1 ∧ shift x ≤ v}
      = Icc 0 (√((2 * v + 1) / 3)) := by
    ext x
    constructor
    · rintro ⟨⟨h0, _⟩, h⟩
      unfold shift at h
      exact ⟨h0, (le_abs_self x).trans (Real.abs_le_sqrt (by linarith))⟩
    · rintro ⟨h0, hx⟩
      have h2 := pow_le_pow_left₀ h0 hx 2
      rw [Real.sq_sqrt (by linarith)] at h2
      refine ⟨⟨h0, by nlinarith⟩, ?_⟩
      unfold shift
      linarith
  rw [hset, Real.volume_Icc, sub_zero]

/-- Inside the range `-1/2 < v < 1` the powder fraction has derivative
`1/√(3(2v+1))`. -/
theorem hasDerivAt_powderFraction {v : ℝ} (hv : v ∈ Ioo (-1 / 2 : ℝ) 1) :
    HasDerivAt powderFraction (branch v) v := by
  have hpos : 0 < (2 * v + 1) / 3 := by linarith [hv.1]
  have hs : 0 < √((2 * v + 1) / 3) := Real.sqrt_pos.2 hpos
  have hlin : HasDerivAt (fun u : ℝ => (2 * u + 1) / 3) (2 / 3) v :=
    ((((hasDerivAt_id' v).const_mul 2).add_const 1).div_const 3).congr_deriv (by norm_num)
  have hroot : √(3 * (2 * v + 1)) = 3 * √((2 * v + 1) / 3) := by
    rw [show 3 * (2 * v + 1) = 3 ^ 2 * ((2 * v + 1) / 3) by ring,
      Real.sqrt_mul (by norm_num), Real.sqrt_sq (by norm_num)]
  have hd := (hlin.sqrt hpos.ne').congr_deriv (g' := branch v) (by
    unfold branch
    rw [hroot, div_eq_div_iff (mul_ne_zero two_ne_zero hs.ne')
      (mul_ne_zero three_ne_zero hs.ne')]
    ring)
  -- near v the measured fraction is the square root
  refine hd.congr_of_eventuallyEq ?_
  filter_upwards [Ioo_mem_nhds hv.1 hv.2] with u hu
  unfold powderFraction
  rw [volume_shift_le ⟨hu.1.le, hu.2.le⟩, ENNReal.toReal_ofReal (Real.sqrt_nonneg _)]

/-- The lineshape of one branch grows without bound as `v` decreases to `-1/2`. -/
theorem branch_tendsto_atTop : Tendsto branch (𝓝[>] (-1 / 2 : ℝ)) atTop := by
  have hc : Continuous (fun v : ℝ => √(3 * (2 * v + 1))) := by fun_prop
  have h : Tendsto (fun v : ℝ => √(3 * (2 * v + 1))) (𝓝 (-1 / 2))
      (𝓝 (√(3 * (2 * (-1 / 2) + 1)))) := hc.tendsto _
  rw [show √(3 * (2 * (-1 / 2 : ℝ) + 1)) = 0 by norm_num] at h
  have h' : Tendsto (fun v : ℝ => √(3 * (2 * v + 1))) (𝓝[>] (-1 / 2)) (𝓝[>] 0) := by
    refine tendsto_nhdsWithin_iff.2 ⟨h.mono_left nhdsWithin_le_nhds, ?_⟩
    filter_upwards [self_mem_nhdsWithin] with v hv
    have hv' : -1 / 2 < v := hv
    exact Real.sqrt_pos.2 (by linarith)
  refine (tendsto_inv_nhdsGT_zero.comp h').congr (fun v => ?_)
  simp only [branch, Function.comp_apply, one_div]

/-- The powder fraction is `√((2v+1)/3)` on `[-1/2,1]`; its derivative is `1/√(3(2v+1))`
and strictly decreasing on `(-1/2,1)`, and tends to infinity as `v` decreases to `-1/2`. -/
theorem pake_pattern :
    (∀ v ∈ Icc (-1 / 2 : ℝ) 1, powderFraction v = √((2 * v + 1) / 3)) ∧
    (∀ v ∈ Ioo (-1 / 2 : ℝ) 1, HasDerivAt powderFraction (1 / √(3 * (2 * v + 1))) v) ∧
    StrictAntiOn (deriv powderFraction) (Ioo (-1 / 2) 1) ∧
    Tendsto (deriv powderFraction) (𝓝[>] (-1 / 2)) atTop := by
  refine ⟨fun v hv => ?_, fun v hv => hasDerivAt_powderFraction hv, ?_, ?_⟩
  · unfold powderFraction
    rw [volume_shift_le hv, ENNReal.toReal_ofReal (Real.sqrt_nonneg _)]
  · intro a ha b hb hab
    rw [(hasDerivAt_powderFraction ha).deriv, (hasDerivAt_powderFraction hb).deriv]
    exact one_div_lt_one_div_of_lt (Real.sqrt_pos.2 (by linarith [ha.1]))
      (Real.sqrt_lt_sqrt (by linarith [ha.1]) (by linarith))
  · refine branch_tendsto_atTop.congr' ?_
    filter_upwards [Ioo_mem_nhdsGT (show (-1 / 2 : ℝ) < 1 by norm_num)] with v hv
    exact (hasDerivAt_powderFraction hv).deriv.symm

/-- The powder fraction is zero for `v < -1/2`. -/
theorem powderFraction_eq_zero {v : ℝ} (hv : v < -1 / 2) : powderFraction v = 0 := by
  have hset : {x : ℝ | x ∈ Icc (0 : ℝ) 1 ∧ shift x ≤ v} = ∅ := by
    refine eq_empty_of_forall_notMem ?_
    rintro x ⟨_, h⟩
    unfold shift at h
    nlinarith [sq_nonneg x]
  unfold powderFraction
  rw [hset, measure_empty, ENNReal.toReal_zero]

/-- For `v ≥ -1` the fraction of the powder whose reversed shift is at most `v` is
one minus the fraction whose shift is at most `-v`. -/
theorem mirror_fraction {v : ℝ} (hv : -1 ≤ v) :
    (volume {x : ℝ | x ∈ Icc (0 : ℝ) 1 ∧ -shift x ≤ v}).toReal
      = 1 - powderFraction (-v) := by
  have hset : {x : ℝ | x ∈ Icc (0 : ℝ) 1 ∧ -shift x ≤ v}
      = Icc (√((2 * -v + 1) / 3)) 1 := by
    ext x
    constructor
    · rintro ⟨⟨h0, h1⟩, h⟩
      unfold shift at h
      exact ⟨Real.sqrt_le_iff.2 ⟨h0, by linarith⟩, h1⟩
    · rintro ⟨hx, h1⟩
      obtain ⟨h0, h2⟩ := Real.sqrt_le_iff.1 hx
      refine ⟨⟨h0, h1⟩, ?_⟩
      unfold shift
      linarith
  have hle : √((2 * -v + 1) / 3) ≤ 1 :=
    Real.sqrt_le_iff.2 ⟨zero_le_one, by linarith⟩
  rw [hset, Real.volume_Icc, ENNReal.toReal_ofReal (by linarith)]
  rcases le_or_gt v (1 / 2) with h | h
  · rw [pake_pattern.1 (-v) ⟨by linarith, by linarith⟩]
  · rw [powderFraction_eq_zero (by linarith), Real.sqrt_eq_zero_of_nonpos (by linarith)]

/-- The Pake doublet: its intensity is the half-sum of both branches for `|v| < 1/2`,
and half of a single branch on each outer shoulder `1/2 < |v| < 1`. -/
theorem pake_doublet :
    (∀ v ∈ Ioo (-1 / 2 : ℝ) (1 / 2),
      HasDerivAt doubletFraction ((branch v + branch (-v)) / 2) v) ∧
    (∀ v ∈ Ioo (1 / 2 : ℝ) 1, HasDerivAt doubletFraction (branch v / 2) v) ∧
    (∀ v ∈ Ioo (-1 : ℝ) (-1 / 2), HasDerivAt doubletFraction (branch (-v) / 2) v) := by
  -- the intensities of the two transitions add
  have key : ∀ {v a b : ℝ}, -1 < v → HasDerivAt powderFraction a v →
      HasDerivAt powderFraction b (-v) → HasDerivAt doubletFraction ((a + b) / 2) v := by
    intro v a b hv ha hb
    have h : HasDerivAt (fun u => powderFraction (-u)) (b * -1) v :=
      hb.comp v (hasDerivAt_neg v)
    refine (((ha.fun_add (h.const_sub 1)).div_const 2).congr_deriv
      (by ring)).congr_of_eventuallyEq ?_
    filter_upwards [Ioi_mem_nhds hv] with u hu
    simp only [doubletFraction, mirror_fraction (le_of_lt hu)]
  -- a branch gives no intensity below its edge
  have zero : ∀ {w : ℝ}, w < -1 / 2 → HasDerivAt powderFraction 0 w := by
    intro w hw
    refine (hasDerivAt_const w (0 : ℝ)).congr_of_eventuallyEq ?_
    filter_upwards [Iio_mem_nhds hw] with u hu
    exact powderFraction_eq_zero hu
  refine ⟨fun v hv => ?_, fun v hv => ?_, fun v hv => ?_⟩ <;> obtain ⟨h1, h2⟩ := hv
  · exact key (by linarith) (hasDerivAt_powderFraction ⟨h1, by linarith⟩)
      (hasDerivAt_powderFraction ⟨by linarith, by linarith⟩)
  · exact (key (by linarith) (hasDerivAt_powderFraction ⟨by linarith, h2⟩)
      (zero (by linarith))).congr_deriv (by ring)
  · exact (key h1 (zero h2)
      (hasDerivAt_powderFraction ⟨by linarith, by linarith⟩)).congr_deriv (by ring)

end

end PakePattern
```

```lean
#print axioms PakePattern.pake_doublet
```

```
'PakePattern.pake_doublet' depends on axioms: [propext, Classical.choice, Quot.sound]
```

In the code, `shift x` is the reduced shift and `powderFraction` is $F$, defined as the Lebesgue measure (`volume`) of a set of orientations and converted to a real number. The lineshape is thus derived from the orientations. The formula $f$ is called `branch`; it describes the spectrum only for $-1/2<v<1$, although the expression can be evaluated beyond $1$. `doubletFraction` is $G$.

The theorem `pake_pattern` has four parts: the value of $F$ on the closed interval, its derivative on the open one, the strict decrease of that derivative (`StrictAntiOn`), and its divergence as $v$ approaches $-1/2$ from above (`𝓝[>]`). The theorem `pake_doublet` gives the intensity on the three open intervals and makes no statement at the horns themselves.

The upper limit on $v$ matters for the square-root law. At $v=2$ the root is $\sqrt{5/3}>1$, while the fraction is $1$, so the law fails if $v$ has no upper bound.

Equal weights and opposite shifts are put in by definition. They stand for the two allowed transitions of an isolated pair of equivalent spins in thermal equilibrium, with a Zeeman splitting much larger than the dipolar coupling but much smaller than the thermal energy $k_BT$. At lower temperatures the two lines of a pair differ in intensity. The shift formula and the uniform distribution of $x$ are inputs as well. What remains is the identification of $G'$ with a recorded spectrum, which requires each rigid pair to contribute two infinitely sharp lines; any linewidth rounds the horns. For such a pair without broadening, $F$ and $G$ provide closed forms with which a numerical powder average over a grid of orientations can be compared.

The proof follows the calculation above. `volume_shift_le` shows by two inclusions that the set of orientations is an interval, taking a root in one direction and squaring in the other, and then reads off its length. `hasDerivAt_powderFraction` differentiates the root by the chain rule; `hroot` brings the result to the form of $f$. The derivative passes to the measured fraction because the two functions agree in a neighbourhood of $v$.

`branch_tendsto_atTop` shows that the denominator tends to zero through positive values, so its reciprocal diverges. `pake_pattern` combines these results and transfers the monotonicity and the limit from $f$ to the derivative of $F$.

`powderFraction_eq_zero` finds no orientation with a shift below $-1/2$. `mirror_fraction` identifies the second interval and splits at $v=1/2$; above that value the radicand is negative, and Lean's convention that its root is $0$ gives the correct lower endpoint. In `pake_doublet`, the auxiliary statement `key` differentiates $G$, with the two minus signs from $1-F(-v)$ cancelling, and `zero` supplies the vanishing derivative below the edge. The three frequency ranges then follow by choosing which of these derivatives applies at $v$ and at $-v$.
